# For g C¹ and n C², the radial GGA term (r² g n')'/r² diverges as 1/r at the nucleus exactly when g(0) n'(0) ≠ 0

A pseudopotential generator that unscreens with a GGA functional can produce an ionic potential with a spike at the origin, even though the screened potential it started from is smooth. The spike can be mistaken for an error of numerical differentiation, and a code may smooth it or cut it off on that assumption. Yet it can be a true property of the input density: if the density has a nonzero slope at the nucleus, the exact GGA potential generally contains a 1/r term, and moving the first grid point closer to the nucleus only makes the value there larger in magnitude. The limits below give the coefficient of that term and the condition under which it vanishes, for a spherical density and a gradient coefficient that are smooth functions of the radius.

## The 1/r coefficient and the finite limit

Let n(r) be the density passed to the functional. For an exchange-correlation energy density f(n, σ) with σ = |∇n|², let

g = 2 ∂f/∂σ,

evaluated along the density, so that g is a function of r. A prime denotes d/dr. The GGA potential is a local part ∂f/∂n minus the divergence of g ∇n, and for a spherical density that divergence is

D(r) = (r² g n')' / r², r > 0.

If g is C¹ and n is C², then as r → 0+

r D(r) → 2 g(0) n'(0).

When g(0) n'(0) ≠ 0, |D(r)| therefore grows without bound. When n'(0) = 0, the limit is finite:

D(r) → 3 g(0) n''(0).

In fact D has a finite limit exactly when g(0) n'(0) = 0.

## Unscreening on a radial grid

Unscreening subtracts the Hartree and exchange-correlation potentials of the pseudo-atom from the screened potential. Write v_scr for the screened potential, v_H for the Hartree potential and v_loc for the local part of the GGA potential. The unscreened potential is

V = v_scr − v_H − (v_loc − D) = v_scr − v_H − v_loc + D.

If v_scr, v_H and v_loc are continuous at the origin, V inherits the 1/r coefficient of D with the same sign. The same D enters every angular-momentum channel, so each channel with a continuous screened potential acquires the same term. Exact regular orbitals in continuous screened potentials give a valence density with n'(0) = 0. A nonzero slope can still enter n through an added core density with a cusp, or through a fit.

This gives a code three things to check:

- **The slope at the origin.** A small residual slope δ = n'(0), left by a fit or an interpolation, contributes about 2 g(0) δ / r to D. At r = 10⁻⁴ bohr this multiplies g(0) δ by 2 × 10⁴.
- **The behaviour of r D.** If the first values of D are large, r D should level off near 2 g(0) n'(0). If it does not, the differentiation or the grid deserves a look.
- **A mesh point at r = 0.** The quotient defining D cannot be evaluated there. When n'(0) = 0, the continuous value to store is 3 g(0) n''(0).

An exponential density with g = 1 makes a convenient test of the divergence routine. For n = exp(−r), the formula derived below gives D(0.01) = −199 exp(−0.01) ≈ −197.02.

## From the product rule to the limits

Set F = g n'. This is the radial flux whose divergence is D. Since g and n' are both C¹, so is F. The product rule gives

(r² F)' = 2 r F + r² F',

and division by r² gives, for r ≠ 0,

D = F' + 2 F / r.

**The coefficient.** Multiply by r:

r D = r F' + 2 F.

Both F and F' are continuous at 0, so the right-hand side tends to 0 · F'(0) + 2 F(0) = 2 g(0) n'(0).

**The divergence.** For r > 0,

|D| = |r D| · (1/r).

If F(0) ≠ 0, the first factor tends to the positive number 2 |F(0)| and the second to infinity, so |D| → ∞.

**The finite limit.** If F(0) = 0, then

F(r)/r = (F(r) − F(0)) / (r − 0) → F'(0).

Continuity gives F'(r) → F'(0) as well, hence

D → F'(0) + 2 F'(0) = 3 F'(0).

The product rule for F reads

F'(0) = g'(0) n'(0) + g(0) n''(0).

If n'(0) = 0, the first term drops out and D → 3 g(0) n''(0). If instead g(0) = 0 while n'(0) ≠ 0, the limit is still finite, but it equals 3 g'(0) n'(0).

**The converse.** Suppose D → L with L finite. Then r D → 0 · L = 0. The same quantity tends to 2 F(0), and limits are unique, so F(0) = g(0) n'(0) = 0.

**The unscreened potential.** Multiplying V by r gives

r V = r (v_scr − v_H − v_loc) + r D.

The bracket has a finite limit, so the first term tends to 0 and r V → 2 g(0) n'(0).

**An exponential density.** Take n = exp(−a r) and g = 1. Then F = −a exp(−a r) and F' = a² exp(−a r), so

D = (a² − 2a/r) exp(−a r).

Here r D → −2a, which is 2 g(0) n'(0) because n'(0) = −a.

## Definitions and theorems in Lean 4

```lean
import Mathlib

open Filter Topology

namespace GGAUnscreening

noncomputable section

/-- The divergence `(r² F)' / r²` of a radial flux `F`, for `r ≠ 0`. -/
def radialDiv (F : ℝ → ℝ) (r : ℝ) : ℝ :=
  deriv (fun s => s ^ 2 * F s) r / r ^ 2

/-- The radial GGA term `(r² g n')' / r²` of a density `n` with gradient coefficient `g`,
for `r ≠ 0`. -/
def ggaTerm (g n : ℝ → ℝ) (r : ℝ) : ℝ :=
  radialDiv (fun s => g s * deriv n s) r

/-- The unscreened potential, for `r ≠ 0`: the screened potential `vscr` minus the Hartree
potential `vH` minus the GGA potential, which is a local part `vloc` minus the GGA term. -/
def unscreened (vscr vH vloc g n : ℝ → ℝ) (r : ℝ) : ℝ :=
  vscr r - vH r - (vloc r - ggaTerm g n r)

/-- At a point `r ≠ 0` where a radial flux `F` is differentiable, its divergence is `F' + 2 F / r`.
-/
theorem radialDiv_eq {F : ℝ → ℝ} {r : ℝ} (hF : DifferentiableAt ℝ F r) (hr : r ≠ 0) :
    radialDiv F r = deriv F r + 2 * F r / r := by
  have h1 : HasDerivAt (fun s : ℝ => s ^ 2) (2 * r) r := by
    simpa using hasDerivAt_pow 2 r
  have h : HasDerivAt (fun s => s ^ 2 * F s) (2 * r * F r + r ^ 2 * deriv F r) r :=
    h1.fun_mul hF.hasDerivAt
  have hc : 2 * F r / r * r = 2 * F r := div_mul_cancel₀ _ hr
  rw [radialDiv, h.deriv, div_eq_iff (pow_ne_zero 2 hr)]
  linear_combination (-r) * hc

/-- For a C¹ radial flux, `r` times the divergence tends to `2 F(0)` at the origin. -/
theorem tendsto_mul_radialDiv {F : ℝ → ℝ} (hF : ContDiff ℝ 1 F) :
    Tendsto (fun r => r * radialDiv F r) (𝓝[>] 0) (𝓝 (2 * F 0)) := by
  obtain ⟨hd, hd'⟩ := contDiff_one_iff_deriv.mp hF
  have hc : Continuous (fun r => r * deriv F r + 2 * F r) :=
    (continuous_id.mul hd').add (continuous_const.mul hd.continuous)
  have h0 : Tendsto (fun r => r * deriv F r + 2 * F r) (𝓝[>] 0) (𝓝 (2 * F 0)) := by
    have e : 0 * deriv F 0 + 2 * F 0 = 2 * F 0 := by ring
    rw [← e]
    exact (hc.tendsto 0).mono_left nhdsWithin_le_nhds
  refine h0.congr' ?_
  filter_upwards [self_mem_nhdsWithin] with r hr
  have hr0 : r ≠ 0 := (Set.mem_Ioi.mp hr).ne'
  have h := div_mul_cancel₀ (2 * F r) hr0
  rw [radialDiv_eq (hd r) hr0]
  linear_combination -h

/-- If a C¹ radial flux vanishes at the origin, its divergence tends to `3 F'(0)` there. -/
theorem tendsto_radialDiv {F : ℝ → ℝ} (hF : ContDiff ℝ 1 F) (h0 : F 0 = 0) :
    Tendsto (radialDiv F) (𝓝[>] 0) (𝓝 (3 * deriv F 0)) := by
  obtain ⟨hd, hd'⟩ := contDiff_one_iff_deriv.mp hF
  -- the quotient F(r)/r is a difference quotient at the origin
  have hs : Tendsto (slope F 0) (𝓝[>] 0) (𝓝 (deriv F 0)) :=
    (hasDerivAt_iff_tendsto_slope.mp (hd 0).hasDerivAt).mono_left
      (nhdsWithin_mono 0 (fun x hx => (Set.mem_Ioi.mp hx).ne'))
  have hc : Tendsto (deriv F) (𝓝[>] 0) (𝓝 (deriv F 0)) :=
    (hd'.tendsto 0).mono_left nhdsWithin_le_nhds
  have e : 3 * deriv F 0 = deriv F 0 + 2 * deriv F 0 := by ring
  rw [e]
  refine (hc.add (hs.const_mul 2)).congr' ?_
  filter_upwards [self_mem_nhdsWithin] with r hr
  rw [radialDiv_eq (hd r) (Set.mem_Ioi.mp hr).ne', slope_def_field, h0]
  ring

/-- The flux `g n'` is C¹ when `g` is C¹ and the density `n` is C². -/
theorem contDiff_flux {g n : ℝ → ℝ} (hg : ContDiff ℝ 1 g) (hn : ContDiff ℝ 2 n) :
    ContDiff ℝ 1 (fun s => g s * deriv n s) := by
  have h : ContDiff ℝ (1 + 1) n := by
    rw [one_add_one_eq_two]
    exact hn
  exact hg.mul (contDiff_succ_iff_deriv.mp h).2.2

/-- Let `g` be C¹ and `n` be C². Near the nucleus `r D(r)` tends to `2 g(0) n'(0)`; the GGA term `D`
is unbounded if this is nonzero, and tends to `3 g(0) n''(0)` if `n'(0) = 0`. -/
theorem ggaTerm_at_nucleus {g n : ℝ → ℝ} (hg : ContDiff ℝ 1 g) (hn : ContDiff ℝ 2 n) :
    Tendsto (fun r => r * ggaTerm g n r) (𝓝[>] 0) (𝓝 (2 * (g 0 * deriv n 0))) ∧
    (g 0 * deriv n 0 ≠ 0 → Tendsto (fun r => |ggaTerm g n r|) (𝓝[>] 0) atTop) ∧
    (deriv n 0 = 0 →
      Tendsto (ggaTerm g n) (𝓝[>] 0) (𝓝 (3 * (g 0 * deriv (deriv n) 0)))) := by
  have hF := contDiff_flux hg hn
  have hlim : Tendsto (fun r => r * ggaTerm g n r) (𝓝[>] 0)
      (𝓝 (2 * (g 0 * deriv n 0))) := tendsto_mul_radialDiv hF
  refine ⟨hlim, fun hne => ?_, fun hz => ?_⟩
  · -- |D| is |r D|, with a positive limit, times 1/r
    have hpos : 0 < |2 * (g 0 * deriv n 0)| := abs_pos.mpr (mul_ne_zero two_ne_zero hne)
    refine (Tendsto.pos_mul_atTop hpos hlim.abs tendsto_inv_nhdsGT_zero).congr' ?_
    filter_upwards [self_mem_nhdsWithin] with r hr
    have hr' : 0 < r := hr
    rw [abs_mul, abs_of_pos hr', mul_comm r, mul_assoc, mul_inv_cancel₀ hr'.ne', mul_one]
  · have h2 : ContDiff ℝ (1 + 1) n := by
      rw [one_add_one_eq_two]
      exact hn
    have hn' := (contDiff_one_iff_deriv.mp (contDiff_succ_iff_deriv.mp h2).2.2).1
    have hg' := (contDiff_one_iff_deriv.mp hg).1
    have hd : deriv (fun s => g s * deriv n s) 0 = g 0 * deriv (deriv n) 0 := by
      rw [((hg' 0).hasDerivAt.fun_mul (hn' 0).hasDerivAt).deriv, hz]
      ring
    rw [← hd]
    exact tendsto_radialDiv hF (by simp [hz])

/-- For `g` C¹ and `n` C², the GGA term has a finite limit at the nucleus exactly when `g(0) n'(0) =
0`. -/
theorem ggaTerm_finite_iff {g n : ℝ → ℝ} (hg : ContDiff ℝ 1 g) (hn : ContDiff ℝ 2 n) :
    (∃ L, Tendsto (ggaTerm g n) (𝓝[>] 0) (𝓝 L)) ↔ g 0 * deriv n 0 = 0 := by
  constructor
  · rintro ⟨L, hL⟩
    have hid : Tendsto (fun r : ℝ => r) (𝓝[>] 0) (𝓝 0) :=
      tendsto_id.mono_left nhdsWithin_le_nhds
    have h := tendsto_nhds_unique (ggaTerm_at_nucleus hg hn).1 (hid.mul hL)
    linarith
  · intro h
    exact ⟨_, tendsto_radialDiv (contDiff_flux hg hn) h⟩

/-- If `g` is C¹, `n` is C², and the screened, Hartree and local parts are continuous at the
nucleus, `r` times the unscreened potential tends to `2 g(0) n'(0)`. -/
theorem unscreened_at_nucleus {vscr vH vloc g n : ℝ → ℝ} (hs : ContinuousAt vscr 0)
    (hH : ContinuousAt vH 0) (hl : ContinuousAt vloc 0)
    (hg : ContDiff ℝ 1 g) (hn : ContDiff ℝ 2 n) :
    Tendsto (fun r => r * unscreened vscr vH vloc g n r) (𝓝[>] 0)
      (𝓝 (2 * (g 0 * deriv n 0))) := by
  have hid : Tendsto (fun r : ℝ => r) (𝓝[>] 0) (𝓝 0) :=
    tendsto_id.mono_left nhdsWithin_le_nhds
  have hw : Tendsto (fun r => vscr r - vH r - vloc r) (𝓝[>] 0)
      (𝓝 (vscr 0 - vH 0 - vloc 0)) :=
    ((hs.tendsto.sub hH.tendsto).sub hl.tendsto).mono_left nhdsWithin_le_nhds
  have h := (hid.mul hw).add (ggaTerm_at_nucleus hg hn).1
  rw [zero_mul, zero_add] at h
  refine h.congr (fun r => ?_)
  unfold unscreened
  ring

/-- For the exponential density `exp (-a r)` and `g = 1`, the GGA term is
`(a² - 2 a / r) exp (-a r)` away from the origin. -/
theorem ggaTerm_exponential (a : ℝ) {r : ℝ} (hr : r ≠ 0) :
    ggaTerm (fun _ => 1) (fun s => Real.exp (-a * s)) r =
      (a ^ 2 - 2 * a / r) * Real.exp (-a * r) := by
  have hE : ∀ s, HasDerivAt (fun t => Real.exp (-a * t)) (-a * Real.exp (-a * s)) s := by
    intro s
    have h1 : HasDerivAt (fun t : ℝ => -a * t) (-a) s := by
      simpa using (hasDerivAt_id s).const_mul (-a)
    exact h1.exp.congr_deriv (by ring)
  have hf : (fun s => (1 : ℝ) * deriv (fun t => Real.exp (-a * t)) s) =
      fun s => -a * Real.exp (-a * s) := by
    funext s
    rw [(hE s).deriv, one_mul]
  have hD : ggaTerm (fun _ => 1) (fun s => Real.exp (-a * s)) r =
      radialDiv (fun s => -a * Real.exp (-a * s)) r :=
    congrArg (fun F => radialDiv F r) hf
  have hF := (hE r).const_mul (-a)
  rw [hD, radialDiv_eq hF.differentiableAt hr, hF.deriv]
  ring

end

end GGAUnscreening
```

```lean
#print axioms GGAUnscreening.ggaTerm_finite_iff
-- 'GGAUnscreening.ggaTerm_finite_iff' depends on axioms: [propext, Classical.choice, Quot.sound]
#print axioms GGAUnscreening.unscreened_at_nucleus
-- 'GGAUnscreening.unscreened_at_nucleus' depends on axioms: [propext, Classical.choice, Quot.sound]
#print axioms GGAUnscreening.ggaTerm_exponential
-- 'GGAUnscreening.ggaTerm_exponential' depends on axioms: [propext, Classical.choice, Quot.sound]
```

## How the theorems encode the radial problem

The functions `g`, `n`, `vscr`, `vH` and `vloc` are real functions on the whole line. The physical region is r > 0, and the limits are taken there: `𝓝[>] 0` means that r approaches 0 from the right. The hypotheses `ContDiff ℝ 1 g` and `ContDiff ℝ 2 n` say that g is C¹ and n is C² on ℝ.

This smoothness on the line does not force n'(0) = 0. The function exp(−a r) is smooth on ℝ, but as a density in three-dimensional space it has a cusp at the origin when a ≠ 0. The negative axis serves only to continue the radial function smoothly; it does not represent the opposite side of the atom.

`radialDiv F` is the divergence of a radial flux, and `ggaTerm g n` is D. The definition `unscreened` fixes the sign convention: the GGA potential is the local part minus D. Lean sets division by zero to 0, so the value of `radialDiv` at r = 0 carries no physics, and none of the limits uses it.

The main theorem, `ggaTerm_at_nucleus`, joins three statements: the limit of r D, the divergence of |D| when `g 0 * deriv n 0 ≠ 0`, and the finite limit when `deriv n 0 = 0`. In the last one, `deriv (deriv n) 0` is n''(0). `ggaTerm_finite_iff` is the criterion for a finite limit, `unscreened_at_nucleus` transfers the coefficient to V, and `ggaTerm_exponential` is the closed form, valid for every real a and every r ≠ 0, although only a > 0 gives a density that decays as an atomic density must.

## From the flux lemmas to the GGA limits

`radialDiv_eq` is the product-rule step. It differentiates s² F(s), clears the denominator r² and closes the remaining algebra with `linear_combination`.

`tendsto_mul_radialDiv` first finds the limit of the continuous function r F' + 2 F. The step `congr'` then replaces that function by r D, which is allowed because `filter_upwards` shows that the two agree for every r > 0.

`tendsto_radialDiv` treats a flux with F(0) = 0. The quotient F(r)/r appears as `slope F 0`, Mathlib's difference quotient, whose limit is the derivative. Adding the limit of F' to twice this limit gives 3 F'(0).

`contDiff_flux` supplies the regularity of g n': the derivative of a C² function is C¹, and so is the product of two C¹ functions. With this, `ggaTerm_at_nucleus` applies the flux lemmas to F = g n'. Its divergence part uses `Tendsto.pos_mul_atTop`, the rule that a factor with a positive limit times a factor tending to infinity tends to infinity. Its finite part computes F'(0) by the product rule and inserts n'(0) = 0.

In `ggaTerm_finite_iff`, the forward direction compares two limits of r D through `tendsto_nhds_unique`, and the reverse direction is `tendsto_radialDiv` again. The proof of `unscreened_at_nucleus` adds the vanishing contribution of the continuous potentials to the limit of r D. The exponential formula comes from differentiating the density twice and using `radialDiv_eq`.

## Smooth coefficients, spherical densities and exact derivatives

The theorems settle the behaviour of D and of r V at the origin for any functions that meet the hypotheses. What a code has to establish is that its own functions meet them.

The coefficient `g` is a given function of r; it is not computed from a functional. Its C¹ hypothesis stands for a functional whose gradient derivative varies smoothly along the density near the nucleus. This is reasonable where n(0) > 0 and the functional is smooth at the values concerned. It may fail where the density vanishes at the origin, as it does for a pseudo-atom with only p or d valence electrons, because GGA gradient coefficients can be singular at zero density. In that case n'(0) = 0 alone does not guarantee a finite D.

The continuity of v_scr, v_H and v_loc is likewise assumed. For v_scr it expresses that the pseudised potential is finite at the origin, unlike the bare −Z/r attraction of a nucleus of charge Z. For v_H it reflects the Hartree potential of a bounded density, and for v_loc a local part that depends continuously on the density and its gradient. If one of these potentials had a 1/r term of its own, the coefficient of V would change: a term in v_scr would be added to it, and a term in v_H or v_loc would be subtracted.

The setting is spherical, with a single density and no spin polarisation. Derivatives are exact, so the limits say nothing about the error of a finite-difference or spline derivative at a given grid point, nor about how small r must be before the leading term dominates.
